# With a frozen orbital and a symmetric interaction, the Hartree energy with a fraction $a$ of exchange has curvature $(1-a)J$ in the occupation

## Orbital energies that miss the removal energy

Take the energy of an occupied orbital from a hybrid calculation as minus the energy needed to remove an electron from it. The number can disagree with the total-energy difference even when no orbital is allowed to relax. A formula for the disagreement at frozen orbitals shows how the exchange fraction enters it, separately from relaxation.

In the model below, relaxation is switched off and the disagreement is $\tfrac12(1-a)J$, where $a$ is the fraction of exchange and $J$ is the self-repulsion of the orbital. It arises because the energy bends between occupations zero and one. Optimal tuning of hybrids tries to remove this bending by adjusting a parameter; in this frozen-orbital model, with no semilocal functional and a positive definite interaction, only $a=1$ removes it.

## Density, energy and Fock matrix

Let $x,y$ run over a finite set of sites. The one-electron matrix $h$, the interaction $w$ and the starting density matrix $P_0$ are real. A fixed real orbital $p$ receives occupation $f$:

$$P(f)=P_0+f\,pp^T .$$

The energy of a density matrix $P$ is

$$E_a(P)=\operatorname{tr}(hP)+\tfrac12\sum_{x,y}w_{xy}\left(P_{xx}P_{yy}-aP_{xy}^2\right).$$

Its Fock matrix is

$$F_{xy}=h_{xy}+\delta_{xy}\sum_z w_{xz}P_{zz}-a\,w_{xy}P_{xy}.$$

Write $E(f)=E_a(P(f))$, let $\varepsilon(f)=p^TFp$ with $F$ taken at $P(f)$, and set $J=\sum_{x,y}w_{xy}p_x^2p_y^2$.

In Lean these are `energy`, `density`, `fock`, `orbitalEnergy` and `selfRepulsion`, and the type `n` is the set of sites. The number $f$ counts the electrons in the orbital when $p$ is normalised and orthogonal to the orbitals occupied in $P_0$; the theorems need neither condition. If $p^Tp=1$, then $\varepsilon$ is the usual expectation value; for other nonzero $p$ the expectation value is $\varepsilon/(p^Tp)$, while the derivative of $E$ involves $\varepsilon$ itself.

## What is proved, and under which hypotheses

For symmetric $w$:

- `energy_density`: $E(f)=E(0)+f\varepsilon(0)+\tfrac12f^2(1-a)J$.
- `janak`: $E'(f)=\varepsilon(f)$.
- `curvature`: $E''(f)=(1-a)J$.
- `slater_half_occupation`: $E(1)-E(0)=\varepsilon(\tfrac12)$ for every $a$.

For positive definite $w$ and $p\neq0$:

- `curvature_pos_iff`: the curvature is positive exactly when $a<1$.
- `linear_iff`: $E$ is linear on $[0,1]$ exactly when $a=1$.
- `koopmans_iff`: $\varepsilon(1)=E(1)-E(0)$ exactly when $a=1$.

Positive definiteness here means that $w$ is symmetric and that every nonzero charge distribution on the sites has positive electrostatic energy. Neither $h$ nor $P_0$ has to be symmetric, and $p$ need not be an eigenvector of the Fock matrix.

The model has one spin channel and a density–density interaction with two indices. Its "hybrid" energy scales the exchange and leaves out the semilocal term that practical hybrids put in place of the missing share. Janak's theorem and Slater's rule are usually applied to self-consistent orbitals that change with $f$; here $p$ and $P_0$ stay fixed, and Slater's rule is exact because $E$ is quadratic.

## Expanding the energy in the occupation

The one-electron term is linear in $f$:

$$\operatorname{tr}(hP(f))=\operatorname{tr}(hP_0)+f\,p^Thp .$$

Writing $P_{xy}$ for the entries of $P_0$ from here on, the two products in the interaction become

$$(P_{xx}+fp_x^2)(P_{yy}+fp_y^2)=P_{xx}P_{yy}+f(P_{xx}p_y^2+p_x^2P_{yy})+f^2p_x^2p_y^2,$$

$$(P_{xy}+fp_xp_y)^2=P_{xy}^2+2fP_{xy}p_xp_y+f^2p_x^2p_y^2 .$$

Multiply by $w_{xy}$ and sum. Exchanging the names $x$ and $y$ and using $w_{xy}=w_{yx}$ shows that the two Hartree cross terms have the same sum. With the prefactor $\tfrac12$, the coefficient of $f$ is therefore

$$p^Thp+\sum_{x,y}w_{xy}\left(p_x^2P_{yy}-aP_{xy}p_xp_y\right)=\varepsilon(0),$$

and the coefficient of $f^2$ is $\tfrac12(1-a)J$. This is the quadratic formula.

Putting $P(f)$ into the orbital energy adds $f\sum w_{xy}p_x^2p_y^2$ from the Hartree potential and subtracts $af\sum w_{xy}p_x^2p_y^2$ for exchange. Hence

$$\varepsilon(f)=\varepsilon(0)+f(1-a)J .$$

Differentiating $E$ once gives $\varepsilon(f)$, and differentiating again gives $(1-a)J$.

For the sign, let $q_x=p_x^2$. If $p\neq0$ then $q\neq0$, and $J=q^Twq>0$ for positive definite $w$. The curvature thus has the sign of $1-a$. The remaining criteria follow from

$$E(f)-(1-f)E(0)-fE(1)=-\tfrac12f(1-f)(1-a)J,$$

$$\varepsilon(1)-[E(1)-E(0)]=\tfrac12(1-a)J .$$

At half occupation, $\varepsilon(\tfrac12)=\varepsilon(0)+\tfrac12(1-a)J$, which is $E(1)-E(0)$.

## Two sites with a quarter of exchange

In some unit of energy, take $P_0=0$, $a=\tfrac14$ and

$$h=\begin{pmatrix}0&-1\\-1&0\end{pmatrix},\quad w=\begin{pmatrix}3&1\\1&3\end{pmatrix},\quad p=\tfrac1{\sqrt2}\begin{pmatrix}1\\1\end{pmatrix}.$$

The eigenvalues of $w$ are 2 and 4, so it is positive definite. Each $p_x^2$ is $\tfrac12$, which gives $J=\tfrac14(3+1+1+3)=2$ and curvature $\tfrac34\cdot2=\tfrac32$. Since $\varepsilon(0)=p^Thp=-1$,

$$E(f)=-f+\tfrac34f^2,\qquad \varepsilon(f)=-1+\tfrac32f .$$

The energy difference is $E(1)-E(0)=-\tfrac14$, but $\varepsilon(1)=+\tfrac12$: the orbital energy has the wrong sign. At half occupation, $\varepsilon(\tfrac12)=-\tfrac14$ agrees. With $a=1$ the energy is $-f$ and the orbital energy is $-1$ at every occupation.

## The calculation in Lean

```lean
import Mathlib

open Matrix

namespace HybridPiecewiseLinearity

noncomputable section

variable {n : Type*} [Fintype n]

/-- Hybrid energy of a density matrix `P`: one-electron energy, Hartree repulsion, and
exchange scaled by the fraction `a`. -/
def energy (a : ℝ) (h w P : Matrix n n ℝ) : ℝ :=
  trace (h * P) + 1 / 2 * ∑ x, ∑ y, w x y * (P x x * P y y - a * P x y ^ 2)

/-- Density matrix with occupation `f` of the frozen orbital `p` added to `P₀`. -/
def density (P₀ : Matrix n n ℝ) (p : n → ℝ) (f : ℝ) : Matrix n n ℝ :=
  P₀ + f • vecMulVec p p

/-- Hartree self-repulsion sum of the orbital density `p x ^ 2`. -/
def selfRepulsion (w : Matrix n n ℝ) (p : n → ℝ) : ℝ :=
  ∑ x, ∑ y, w x y * (p x ^ 2 * p y ^ 2)

/-- A nonzero orbital has positive self-repulsion when the interaction is positive definite. -/
theorem selfRepulsion_pos {w : Matrix n n ℝ} {p : n → ℝ} (hw : w.PosDef) (hp : p ≠ 0) :
    0 < selfRepulsion w p := by
  have hq : (fun x => p x ^ 2 : n → ℝ) ≠ 0 := by
    intro h0
    apply hp
    funext x
    have hx := congrFun h0 x
    simpa using hx
  -- the self-repulsion is the quadratic form of `w` at the orbital density
  have e : selfRepulsion w p
      = star (fun x => p x ^ 2 : n → ℝ) ⬝ᵥ (w *ᵥ (fun x => p x ^ 2)) := by
    simp only [selfRepulsion, dotProduct, mulVec, Finset.mul_sum, Pi.star_apply, star_trivial]
    refine Finset.sum_congr rfl fun x _ => Finset.sum_congr rfl fun y _ => ?_
    ring
  rw [e]
  exact hw.dotProduct_mulVec_pos hq

variable [DecidableEq n]

/-- Hybrid Fock matrix: one-electron part, Hartree potential, and scaled exchange. -/
def fock (a : ℝ) (h w P : Matrix n n ℝ) : Matrix n n ℝ :=
  h + diagonal (fun x => ∑ y, w x y * P y y) - Matrix.of (fun x y => a * w x y * P x y)

/-- Orbital energy: the quadratic form of the Fock matrix of `P` at the orbital `p`. -/
def orbitalEnergy (a : ℝ) (h w P : Matrix n n ℝ) (p : n → ℝ) : ℝ :=
  p ⬝ᵥ (fock a h w P *ᵥ p)

variable {a : ℝ} {h w P₀ : Matrix n n ℝ} {p : n → ℝ}

/-- The orbital energy is the one-electron energy of the orbital plus its Hartree
interaction with `P`, less the scaled exchange interaction. -/
theorem orbitalEnergy_eq (P : Matrix n n ℝ) :
    orbitalEnergy a h w P p = p ⬝ᵥ (h *ᵥ p)
      + ∑ x, ∑ y, w x y * (p x ^ 2 * P y y - a * (P x y * (p x * p y))) := by
  have hd : p ⬝ᵥ (diagonal (fun x => ∑ y, w x y * P y y) *ᵥ p)
      = ∑ x, ∑ y, w x y * (p x ^ 2 * P y y) := by
    simp only [dotProduct, mulVec_diagonal, Finset.sum_mul, Finset.mul_sum]
    refine Finset.sum_congr rfl fun x _ => Finset.sum_congr rfl fun y _ => ?_
    ring
  have hx : p ⬝ᵥ (Matrix.of (fun x y => a * w x y * P x y) *ᵥ p)
      = ∑ x, ∑ y, w x y * (a * (P x y * (p x * p y))) := by
    simp only [dotProduct, mulVec, of_apply, Finset.mul_sum]
    refine Finset.sum_congr rfl fun x _ => Finset.sum_congr rfl fun y _ => ?_
    ring
  unfold orbitalEnergy fock
  rw [sub_mulVec, add_mulVec, dotProduct_sub, dotProduct_add, hd, hx]
  simp only [mul_sub, Finset.sum_sub_distrib]
  ring

/-- The orbital energy is affine in the occupation, with slope `(1 - a)` times the
self-repulsion. -/
theorem orbitalEnergy_density (f : ℝ) :
    orbitalEnergy a h w (density P₀ p f) p
      = orbitalEnergy a h w P₀ p + f * ((1 - a) * selfRepulsion w p) := by
  rw [orbitalEnergy_eq, orbitalEnergy_eq, add_assoc]
  congr 1
  simp only [density, selfRepulsion, Matrix.add_apply, Matrix.smul_apply, vecMulVec_apply,
    smul_eq_mul, Finset.mul_sum, ← Finset.sum_add_distrib]
  refine Finset.sum_congr rfl fun x _ => Finset.sum_congr rfl fun y _ => ?_
  ring

/-- For a symmetric interaction the hybrid energy is a polynomial of degree at most two, with the
coefficients shown, in the occupation of a frozen orbital. -/
theorem energy_density (hw : w.IsSymm) (f : ℝ) :
    energy a h w (density P₀ p f) = energy a h w P₀ + f * orbitalEnergy a h w P₀ p
      + f ^ 2 / 2 * ((1 - a) * selfRepulsion w p) := by
  have ht : trace (h * vecMulVec p p) = p ⬝ᵥ (h *ᵥ p) := by
    simp only [trace, diag_apply, mul_apply, vecMulVec_apply, dotProduct, mulVec,
      Finset.mul_sum]
    refine Finset.sum_congr rfl fun x _ => Finset.sum_congr rfl fun y _ => ?_
    ring
  -- symmetry of `w` makes the two Hartree cross terms equal
  have hs : ∑ x, ∑ y, w x y * (P₀ x x * p y ^ 2)
      = ∑ x, ∑ y, w x y * (p x ^ 2 * P₀ y y) := by
    rw [Finset.sum_comm]
    refine Finset.sum_congr rfl fun x _ => Finset.sum_congr rfl fun y _ => ?_
    rw [hw.apply x y]
    ring
  have h2 : ∑ x, ∑ y, w x y * ((P₀ x x + f * (p x * p x)) * (P₀ y y + f * (p y * p y))
        - a * (P₀ x y + f * (p x * p y)) ^ 2)
      = ∑ x, ∑ y, w x y * (P₀ x x * P₀ y y - a * P₀ x y ^ 2)
        + 2 * f * ∑ x, ∑ y, w x y * (p x ^ 2 * P₀ y y - a * (P₀ x y * (p x * p y)))
        + f * (∑ x, ∑ y, w x y * (P₀ x x * p y ^ 2)
          - ∑ x, ∑ y, w x y * (p x ^ 2 * P₀ y y))
        + f ^ 2 * (1 - a) * ∑ x, ∑ y, w x y * (p x ^ 2 * p y ^ 2) := by
    simp only [Finset.mul_sum, ← Finset.sum_add_distrib, ← Finset.sum_sub_distrib]
    refine Finset.sum_congr rfl fun x _ => Finset.sum_congr rfl fun y _ => ?_
    ring
  rw [hs] at h2
  rw [orbitalEnergy_eq]
  simp only [energy, density, selfRepulsion, Matrix.mul_add, Matrix.mul_smul, trace_add,
    trace_smul, ht, Matrix.add_apply, Matrix.smul_apply, vecMulVec_apply, smul_eq_mul]
  rw [h2]
  ring

/-- Janak's theorem for a frozen orbital and a symmetric interaction: the derivative of the
energy with respect to the occupation is the orbital energy at that occupation. -/
theorem janak (hw : w.IsSymm) (f : ℝ) :
    HasDerivAt (fun s => energy a h w (density P₀ p s))
      (orbitalEnergy a h w (density P₀ p f) p) f := by
  have e : (fun s => energy a h w (density P₀ p s)) = fun s =>
      energy a h w P₀ + s * orbitalEnergy a h w P₀ p
        + s * s * ((1 - a) * selfRepulsion w p / 2) := by
    funext s
    rw [energy_density hw]
    ring
  rw [e, orbitalEnergy_density]
  have d := (((hasDerivAt_id' f).mul_const (orbitalEnergy a h w P₀ p)).const_add
    (energy a h w P₀)).fun_add (((hasDerivAt_id' f).fun_mul (hasDerivAt_id' f)).mul_const
      ((1 - a) * selfRepulsion w p / 2))
  exact d.congr_deriv (by ring)

/-- For a symmetric interaction the second derivative of the energy in the occupation is
`(1 - a)` times the self-repulsion of the orbital. -/
theorem curvature (hw : w.IsSymm) (f : ℝ) :
    deriv (deriv fun s => energy a h w (density P₀ p s)) f
      = (1 - a) * selfRepulsion w p := by
  have e : (deriv fun s => energy a h w (density P₀ p s)) = fun s =>
      orbitalEnergy a h w P₀ p + s * ((1 - a) * selfRepulsion w p) := by
    funext s
    rw [(janak hw s).deriv, orbitalEnergy_density]
  rw [e]
  have d := ((hasDerivAt_id' f).mul_const ((1 - a) * selfRepulsion w p)).const_add
    (orbitalEnergy a h w P₀ p)
  exact (d.congr_deriv (one_mul _)).deriv

/-- For a positive definite interaction and a nonzero orbital, the energy has positive
curvature in the occupation exactly when the exchange fraction is below one. -/
theorem curvature_pos_iff (hw : w.PosDef) (hp : p ≠ 0) (f : ℝ) :
    0 < deriv (deriv fun s => energy a h w (density P₀ p s)) f ↔ a < 1 := by
  have hs : w.IsSymm := Matrix.IsSymm.ext fun i j => by simpa using hw.isHermitian.apply i j
  rw [curvature hs, mul_pos_iff_of_pos_right (selfRepulsion_pos hw hp), sub_pos]

/-- For a positive definite interaction and a nonzero frozen orbital, the energy is linear
between occupations zero and one exactly when the exchange fraction is one. -/
theorem linear_iff (hw : w.PosDef) (hp : p ≠ 0) :
    (∀ f ∈ Set.Icc (0 : ℝ) 1, energy a h w (density P₀ p f)
      = (1 - f) * energy a h w (density P₀ p 0) + f * energy a h w (density P₀ p 1))
      ↔ a = 1 := by
  have hs : w.IsSymm := Matrix.IsSymm.ext fun i j => by simpa using hw.isHermitian.apply i j
  have hJ := selfRepulsion_pos hw hp
  simp only [energy_density hs]
  constructor
  · intro hl
    -- half occupation already detects the curvature
    have h2 := hl (1 / 2) ⟨by norm_num, by norm_num⟩
    have h3 : (1 - a) * selfRepulsion w p = 0 := by linear_combination (-8) * h2
    rcases mul_eq_zero.mp h3 with h4 | h4
    · linarith
    · exact absurd h4 hJ.ne'
  · intro ha f _
    rw [ha]
    ring

/-- Optimal tuning with a frozen nonzero orbital and a positive definite interaction: the
orbital energy at full occupation equals the energy difference exactly when `a = 1`. -/
theorem koopmans_iff (hw : w.PosDef) (hp : p ≠ 0) :
    orbitalEnergy a h w (density P₀ p 1) p
      = energy a h w (density P₀ p 1) - energy a h w (density P₀ p 0) ↔ a = 1 := by
  have hs : w.IsSymm := Matrix.IsSymm.ext fun i j => by simpa using hw.isHermitian.apply i j
  have hJ := selfRepulsion_pos hw hp
  rw [orbitalEnergy_density, energy_density hs, energy_density hs]
  constructor
  · intro hk
    have h3 : (1 - a) * selfRepulsion w p = 0 := by linear_combination 2 * hk
    rcases mul_eq_zero.mp h3 with h4 | h4
    · linarith
    · exact absurd h4 hJ.ne'
  · intro ha
    rw [ha]
    ring

/-- Slater's transition-state rule for a frozen orbital and a symmetric interaction: at any
exchange fraction the energy difference is the orbital energy at half occupation. -/
theorem slater_half_occupation (hw : w.IsSymm) :
    energy a h w (density P₀ p 1) - energy a h w (density P₀ p 0)
      = orbitalEnergy a h w (density P₀ p (1 / 2)) p := by
  rw [orbitalEnergy_density, energy_density hw, energy_density hw]
  ring

end

end HybridPiecewiseLinearity
```

```lean
#print axioms HybridPiecewiseLinearity.curvature_pos_iff
#print axioms HybridPiecewiseLinearity.linear_iff
#print axioms HybridPiecewiseLinearity.koopmans_iff
#print axioms HybridPiecewiseLinearity.slater_half_occupation
```

```
'HybridPiecewiseLinearity.curvature_pos_iff' depends on axioms: [propext, Classical.choice, Quot.sound]
'HybridPiecewiseLinearity.linear_iff' depends on axioms: [propext, Classical.choice, Quot.sound]
'HybridPiecewiseLinearity.koopmans_iff' depends on axioms: [propext, Classical.choice, Quot.sound]
'HybridPiecewiseLinearity.slater_half_occupation' depends on axioms: [propext, Classical.choice, Quot.sound]
```

## From double sums to the tuning criteria

`orbitalEnergy_eq` turns the quadratic form of the Fock matrix into a double sum, treating the Hartree and exchange parts separately. `orbitalEnergy_density` inserts $P(f)$ and compares summands, which gives the affine formula for $\varepsilon(f)$. `energy_density` performs the expansion of the energy: `ht` evaluates the one-electron term, `hs` equates the Hartree cross terms, and `h2` collects powers of $f$.

`janak` replaces the energy by its quadratic formula and builds the derivative from those of sums and products. Since this holds at every occupation, `curvature` can replace the whole first-derivative function by the affine orbital energy and differentiate once more.

`selfRepulsion_pos` rewrites $J$ as $q^Twq$ and applies positive definiteness to $q$. The three equivalences obtain the symmetry of $w$ from its positive definiteness. In `linear_iff`, the forward direction uses only $f=\tfrac12$, where the deviation from the straight line is $-\tfrac18(1-a)J$; this is the origin of the factor `(-8)` in `linear_combination`. `koopmans_iff` uses a factor 2 in the same way. Both then conclude $a=1$ from $(1-a)J=0$ and $J>0$.

## Comparing sums term by term with `Finset.sum_congr`

The expansion turns on `Finset.sum_congr`, which reduces an equality of two sums over the same set to an equality of their summands. Here it is applied once for $x$ and once for $y$, and `ring` then checks a polynomial identity at fixed sites.

The Hartree cross terms do not fit this pattern directly. At fixed $x,y$, the numbers $w_{xy}P_{xx}p_y^2$ and $w_{xy}p_x^2P_{yy}$ generally differ; only their sums agree. The statement `h2` therefore carries an extra term, $f$ times the difference of these two sums, which makes the identity true summand by summand. The separate fact `hs` swaps the order of summation with `Finset.sum_comm` and uses the symmetry of $w$. Rewriting `h2` with `hs` turns the extra term into a sum minus itself, and the last `ring` removes it. The symmetry of the interaction enters the expansion at this one place.
